# The squared norm of a Cartesian Gaussian in closed form

Setting up a Cartesian Gaussian basis for an electronic-structure calculation often includes scaling each function to unit norm, though some programs use one constant for a whole shell. For real functions whose primitives share one centre and one set of powers, the scale factor follows from the integrals below. They also show that members of one shell can need different factors if each is to have unit norm, as $x^2e^{-ar^2}$ and $xy\,e^{-ar^2}$ do.

## Functions and conventions

Points of space are functions `r : Fin 3 → ℝ`, with `r 0`, `r 1`, `r 2` standing for $x,y,z$, and integrals use Lebesgue measure.

```lean
import Mathlib

open MeasureTheory Real

namespace CartesianGaussianNorm

noncomputable section
```

For a natural number $n$, write $(2n-1)!!=\prod_{m=0}^{n-1}(2m+1)$. The empty product gives $(-1)!!=1$, with no subtraction of natural numbers.

```lean
/-- The product of the first `n` odd numbers, `(2n-1)!!`, equal to `1` for `n = 0`. -/
def oddFact (n : ℕ) : ℝ := ∏ m ∈ Finset.range n, (2 * (m : ℝ) + 1)
```

The primitive with exponent $a$ and natural powers $i,j,k$ is $g_a=x^iy^jz^ke^{-ar^2}$, where $r^2=x^2+y^2+z^2$. It is centred at the origin and unnormalised. Moving the centre, with the powers and $r^2$ taken in coordinates relative to it, leaves the integrals below unchanged.

```lean
/-- The primitive Cartesian Gaussian `x^i y^j z^k exp(-a r²)` centred at the origin. -/
def cartGauss (a : ℝ) (i j k : ℕ) (r : Fin 3 → ℝ) : ℝ :=
  r 0 ^ i * r 1 ^ j * r 2 ^ k * Real.exp (-a * (r 0 ^ 2 + r 1 ^ 2 + r 2 ^ 2))
```

Put $l=i+j+k$ and $D=(2i-1)!!\,(2j-1)!!\,(2k-1)!!$. The proposed normalisation constant is $N=(2a/\pi)^{3/4}\sqrt{(4a)^l/D}$.

```lean
/-- The normalisation constant `(2a/π)^(3/4) √((4a)^(i+j+k) / ((2i-1)!!(2j-1)!!(2k-1)!!))`. -/
def normConst (a : ℝ) (i j k : ℕ) : ℝ :=
  (2 * a / π) ^ (3 / 4 : ℝ) *
    √((4 * a) ^ (i + j + k) / (oddFact i * oddFact j * oddFact k))
```

The points could also have been modelled by `EuclideanSpace ℝ (Fin 3)`. Then $r^2$ could be written as `‖r‖ ^ 2`, whereas the built-in norm on `Fin 3 → ℝ` is the largest absolute coordinate, which is why the sum of squares is spelled out here. The values of the integrals would be the same, but the proof would need a change of space before splitting into axes.

## (a) Positivity of the double factorials

**Task.** Show that $(2n-1)!!>0$ for every natural $n$.

**Solution.** Every factor $2m+1$ is positive, and the empty product is 1. The Lean proof applies the same fact about products.

```lean
private lemma oddFact_pos (n : ℕ) : 0 < oddFact n :=
  Finset.prod_pos fun m _ => by positivity
```

## (b) Integrability of the one-dimensional moments

**Task.** For $p>0$ and natural $n$, show that $x^ne^{-px^2}$ is integrable on the line.

**Solution.** The function $|x|^ne^{-px^2/2}$ is bounded by some constant $C$, so $|x^ne^{-px^2}|\le Ce^{-px^2/2}$, which is integrable. Lean uses a Mathlib theorem for real powers greater than $-1$ and specialises it to natural powers.

```lean
private lemma integrable_moment {p : ℝ} (hp : 0 < p) (n : ℕ) :
    Integrable (fun x : ℝ => x ^ n * Real.exp (-p * x ^ 2)) := by
  have hn : (-1 : ℝ) < (n : ℝ) := by
    have : (0 : ℝ) ≤ (n : ℝ) := Nat.cast_nonneg n
    linarith
  have h := integrable_rpow_mul_exp_neg_mul_sq hp hn
  simpa only [Real.rpow_natCast] using h
```

## (c) Even moments by a total derivative

**Task.** For $p>0$, evaluate $I_n=\int_{\mathbb R}x^{2n}e^{-px^2}\,dx$.

**Solution.** Differentiate:
$$\frac{d}{dx}\left(x^{2n+1}e^{-px^2}\right)=(2n+1)x^{2n}e^{-px^2}-2p\,x^{2n+2}e^{-px^2}.$$
The left side integrates to zero, because the function in brackets vanishes at both ends. Hence $I_{n+1}=\frac{2n+1}{2p}I_n$. Starting from $I_0=\sqrt{\pi/p}$, induction gives
$$I_n=\sqrt{\frac{\pi}{p}}\,\frac{(2n-1)!!}{(2p)^n}.$$
In the code, `hd` is the derivative, `h0` its vanishing integral and `h1` the recursion. Part (b) supplies the integrability needed to split the integral.

```lean
private lemma even_moment {p : ℝ} (hp : 0 < p) (n : ℕ) :
    ∫ x : ℝ, x ^ (2 * n) * Real.exp (-p * x ^ 2) = √(π / p) * oddFact n / (2 * p) ^ n := by
  induction n with
  | zero =>
    have h := integral_gaussian p
    simpa [oddFact] using h
  | succ n ih =>
    have hA : Integrable (fun x : ℝ =>
        (2 * (n : ℝ) + 1) * (x ^ (2 * n) * Real.exp (-p * x ^ 2))) :=
      (integrable_moment hp (2 * n)).const_mul _
    have hB : Integrable (fun x : ℝ =>
        (2 * p) * (x ^ (2 * (n + 1)) * Real.exp (-p * x ^ 2))) :=
      (integrable_moment hp (2 * (n + 1))).const_mul _
    -- the derivative of x^(2n+1) exp(-p x²)
    have hd : ∀ x : ℝ, HasDerivAt (fun x : ℝ => x ^ (2 * n + 1) * Real.exp (-p * x ^ 2))
        ((2 * (n : ℝ) + 1) * (x ^ (2 * n) * Real.exp (-p * x ^ 2))
          - (2 * p) * (x ^ (2 * (n + 1)) * Real.exp (-p * x ^ 2))) x := by
      intro x
      refine ((hasDerivAt_pow (2 * n + 1) x).fun_mul
        (((hasDerivAt_pow 2 x).const_mul (-p)).exp)).congr_deriv ?_
      simp only [show 2 * n + 1 - 1 = 2 * n by omega, show (2 - 1 : ℕ) = 1 from rfl]
      push_cast
      ring
    have h0 := integral_eq_zero_of_hasDerivAt_of_integrable hd (hA.sub hB)
      (integrable_moment hp (2 * n + 1))
    rw [integral_sub hA hB, integral_const_mul, integral_const_mul, ih] at h0
    have h1 : ∫ x : ℝ, x ^ (2 * (n + 1)) * Real.exp (-p * x ^ 2)
        = (2 * (n : ℝ) + 1) * (√(π / p) * oddFact n / (2 * p) ^ n) / (2 * p) := by
      rw [eq_div_iff (by positivity)]
      linarith
    have h2 : oddFact (n + 1) = oddFact n * (2 * (n : ℝ) + 1) :=
      Finset.prod_range_succ _ _
    rw [h1, h2]
    generalize √(π / p) = s
    generalize 2 * p = P
    ring
```

## (d) Overlap of two exponents

**Task.** For $a,b>0$, find $\int g_a g_b\,d^3r$, where both functions have the same powers $i,j,k$.

**Solution.** The product is $x^{2i}y^{2j}z^{2k}e^{-(a+b)r^2}$, and its exponential splits over the axes. The integral is therefore a product of three moments from (c) with $p=a+b$:
$$\int g_a g_b\,d^3r=\left(\frac{\pi}{a+b}\right)^{3/2}\frac{D}{(2(a+b))^l}.$$
The first step of the `calc` block rewrites the integrand as a product over axes, with `he` splitting the exponential. The second factorises the integral, and the third inserts the moments. The lemma `hs` identifies the power $3/2$ with the cube of a square root. Different centres or different powers are not treated.

```lean
/-- Closed form of the overlap of two concentric Cartesian Gaussians with the same powers
and exponents `a` and `b`. -/
theorem overlap_same_powers {a b : ℝ} (ha : 0 < a) (hb : 0 < b) (i j k : ℕ) :
    ∫ r : Fin 3 → ℝ, cartGauss a i j k r * cartGauss b i j k r
      = (π / (a + b)) ^ (3 / 2 : ℝ) * (oddFact i * oddFact j * oddFact k)
        / (2 * (a + b)) ^ (i + j + k) := by
  have hp : 0 < a + b := add_pos ha hb
  have hq : 0 ≤ π / (a + b) := by positivity
  have hs : (π / (a + b)) ^ (3 / 2 : ℝ) = √(π / (a + b)) ^ 3 := by
    rw [Real.sqrt_eq_rpow, ← Real.rpow_natCast, ← Real.rpow_mul hq]
    norm_num
  calc ∫ r : Fin 3 → ℝ, cartGauss a i j k r * cartGauss b i j k r
      = ∫ r : Fin 3 → ℝ, ∏ m : Fin 3,
          (r m ^ (2 * (![i, j, k] m)) * Real.exp (-(a + b) * r m ^ 2)) := by
        -- the integrand is a product of functions of one coordinate each
        refine integral_congr_ae (Filter.Eventually.of_forall fun r => ?_)
        have he : Real.exp (-a * (r 0 ^ 2 + r 1 ^ 2 + r 2 ^ 2))
              * Real.exp (-b * (r 0 ^ 2 + r 1 ^ 2 + r 2 ^ 2))
            = Real.exp (-(a + b) * r 0 ^ 2) * Real.exp (-(a + b) * r 1 ^ 2)
              * Real.exp (-(a + b) * r 2 ^ 2) := by
          simp only [← Real.exp_add]
          congr 1
          ring
        simp only [cartGauss, Fin.prod_univ_three]
        change _ = (r 0 ^ (2 * i) * Real.exp (-(a + b) * r 0 ^ 2))
          * (r 1 ^ (2 * j) * Real.exp (-(a + b) * r 1 ^ 2))
          * (r 2 ^ (2 * k) * Real.exp (-(a + b) * r 2 ^ 2))
        linear_combination (r 0 ^ (2 * i) * r 1 ^ (2 * j) * r 2 ^ (2 * k)) * he
    _ = ∏ m : Fin 3, ∫ x : ℝ, x ^ (2 * (![i, j, k] m)) * Real.exp (-(a + b) * x ^ 2) :=
        integral_fintype_prod_volume_eq_prod
          (f := fun (m : Fin 3) (x : ℝ) =>
            x ^ (2 * (![i, j, k] m)) * Real.exp (-(a + b) * x ^ 2))
    _ = _ := by
        simp only [even_moment hp, Fin.prod_univ_three]
        rw [hs]
        change (√(π / (a + b)) * oddFact i / (2 * (a + b)) ^ i)
          * (√(π / (a + b)) * oddFact j / (2 * (a + b)) ^ j)
          * (√(π / (a + b)) * oddFact k / (2 * (a + b)) ^ k) = _
        generalize √(π / (a + b)) = s
        generalize 2 * (a + b) = P
        ring
```

## (e) The squared norm

**Task.** For $a>0$, find $\int g_a^2\,d^3r$.

**Solution.** Set $b=a$ in (d), so that $a+b=2a$ and $2(a+b)=4a$:
$$\int g_a^2\,d^3r=\left(\frac{\pi}{2a}\right)^{3/2}\frac{D}{(4a)^l}.$$
The Lean proof makes the same substitution.

```lean
/-- The squared norm of the Cartesian Gaussian `x^i y^j z^k exp(-a r²)` is
`(π/(2a))^(3/2) (2i-1)!!(2j-1)!!(2k-1)!! / (4a)^(i+j+k)`. -/
theorem cartGauss_norm_sq {a : ℝ} (ha : 0 < a) (i j k : ℕ) :
    ∫ r : Fin 3 → ℝ, cartGauss a i j k r ^ 2
      = (π / (2 * a)) ^ (3 / 2 : ℝ) * (oddFact i * oddFact j * oddFact k)
        / (4 * a) ^ (i + j + k) := by
  have h := overlap_same_powers ha ha i j k
  rw [show 2 * a = a + a by ring, show 4 * a = 2 * (a + a) by ring]
  simp only [sq]
  exact h
```

## (f) Unit norm

**Task.** For $a>0$, show that $Ng_a$ has unit norm.

**Solution.** Squaring gives $N^2=(2a/\pi)^{3/2}(4a)^l/D$. Multiplied by the result of (e), the factors $(4a)^l$ and $D$ cancel, and $(2a/\pi)^{3/2}(\pi/2a)^{3/2}=1$. These steps are `hN`, `key` and `hTQ`.

```lean
/-- Multiplied by `normConst`, a Cartesian Gaussian has unit norm. -/
theorem normalised {a : ℝ} (ha : 0 < a) (i j k : ℕ) :
    ∫ r : Fin 3 → ℝ, (normConst a i j k * cartGauss a i j k r) ^ 2 = 1 := by
  have hD : 0 < oddFact i * oddFact j * oddFact k :=
    mul_pos (mul_pos (oddFact_pos i) (oddFact_pos j)) (oddFact_pos k)
  have hF : 0 < (4 * a) ^ (i + j + k) := by positivity
  have hb : 0 ≤ 2 * a / π := by positivity
  have hN : normConst a i j k ^ 2 = (2 * a / π) ^ (3 / 2 : ℝ)
      * ((4 * a) ^ (i + j + k) / (oddFact i * oddFact j * oddFact k)) := by
    rw [normConst, mul_pow, Real.sq_sqrt (div_pos hF hD).le, ← Real.rpow_natCast,
      ← Real.rpow_mul hb]
    norm_num
  have hTQ : (2 * a / π) ^ (3 / 2 : ℝ) * (π / (2 * a)) ^ (3 / 2 : ℝ) = 1 := by
    rw [← Real.mul_rpow hb (by positivity),
      show 2 * a / π * (π / (2 * a)) = 1 by field_simp, Real.one_rpow]
  have key : ∀ T Q F D : ℝ, F ≠ 0 → D ≠ 0 → T * Q = 1 → T * (F / D) * (Q * D / F) = 1 := by
    intro T Q F D h1 h2 h3
    calc T * (F / D) * (Q * D / F) = T * Q := by field_simp
      _ = 1 := h3
  simp only [mul_pow]
  rw [integral_const_mul, cartGauss_norm_sq ha, hN]
  exact key _ _ _ _ hF.ne' hD.ne' hTQ
```

## (g) Contracted functions

**Task.** Find the squared norm of $\sum_p c_p\,g_{\alpha_p}$, a finite sum with real coefficients $c_p$, exponents $\alpha_p>0$ and common powers. Here $p$ labels the primitives and is no longer an exponent.

**Solution.** Expand the square and integrate term by term, using (d):
$$\sum_{p,q}c_pc_q\left(\frac{\pi}{\alpha_p+\alpha_q}\right)^{3/2}\frac{D}{(2(\alpha_p+\alpha_q))^l}.$$
The $c_p$ multiply unnormalised primitives. Coefficients $d_p$ meant for normalised ones enter as $c_p=d_pN_p$, with $N_p$ the constant $N$ at exponent $\alpha_p$.

In Lean, `hexp` expands the square and `hint` supplies integrability. Lean assigns the value zero to the integral of a non-integrable function, so the positive value from (d) shows that each product is integrable.

```lean
/-- The squared norm of a contracted Gaussian, a linear combination of primitives with
common powers and exponents `α p`, as a double sum over the primitives. -/
theorem contracted_norm_sq {ι : Type*} [Fintype ι] (c α : ι → ℝ) (hα : ∀ p, 0 < α p)
    (i j k : ℕ) :
    ∫ r : Fin 3 → ℝ, (∑ p, c p * cartGauss (α p) i j k r) ^ 2
      = ∑ p, ∑ q, c p * c q * ((π / (α p + α q)) ^ (3 / 2 : ℝ)
          * (oddFact i * oddFact j * oddFact k) / (2 * (α p + α q)) ^ (i + j + k)) := by
  -- each product of primitives is integrable, since its integral is not zero
  have hint : ∀ p q, Integrable (fun r : Fin 3 → ℝ =>
      c p * c q * (cartGauss (α p) i j k r * cartGauss (α q) i j k r)) := by
    intro p q
    refine Integrable.const_mul ?_ _
    by_contra h
    have h0 := integral_undef h
    rw [overlap_same_powers (hα p) (hα q)] at h0
    have hpq : 0 < α p + α q := add_pos (hα p) (hα q)
    have hD : 0 < oddFact i * oddFact j * oddFact k :=
      mul_pos (mul_pos (oddFact_pos i) (oddFact_pos j)) (oddFact_pos k)
    exact (div_pos (mul_pos (Real.rpow_pos_of_pos (div_pos Real.pi_pos hpq) _) hD)
      (pow_pos (mul_pos two_pos hpq) _)).ne' h0
  have hexp : ∀ r : Fin 3 → ℝ, (∑ p, c p * cartGauss (α p) i j k r) ^ 2
      = ∑ p, ∑ q, c p * c q * (cartGauss (α p) i j k r * cartGauss (α q) i j k r) := by
    intro r
    rw [sq, Finset.sum_mul_sum]
    exact Finset.sum_congr rfl fun p _ => Finset.sum_congr rfl fun q _ => by ring
  simp only [hexp]
  rw [integral_finsetSum _ fun p _ => integrable_finsetSum _ fun q _ => hint p q]
  refine Finset.sum_congr rfl fun p _ => ?_
  rw [integral_finsetSum _ fun q _ => hint p q]
  refine Finset.sum_congr rfl fun q _ => ?_
  rw [integral_const_mul, overlap_same_powers (hα p) (hα q)]
```

## (h) Ratios within a shell

**Task.** For $a>0$, compare the squared norm of $x^iy^jz^ke^{-ar^2}$ with that of $x^le^{-ar^2}$.

**Solution.** Both contain $(\pi/2a)^{3/2}/(4a)^l$, which cancels and leaves $D/(2l-1)!!$, independent of $a$. For $i=j=1$, $k=0$ this is $1/3$: the $xx$ function has three times the squared norm of the $xy$ function. If both carry the constant that normalises $xx$, the $xy$ function needs a further factor $\sqrt3$.

The helper `key` performs the cancellation, with the nonzero conditions supplied by positivity.

```lean
/-- Within a shell `l = i+j+k`, the squared norm of `x^i y^j z^k exp(-a r²)` relative to that
of `x^l exp(-a r²)` is `(2i-1)!!(2j-1)!!(2k-1)!! / (2l-1)!!`. -/
theorem shell_ratio {a : ℝ} (ha : 0 < a) (i j k : ℕ) :
    (∫ r : Fin 3 → ℝ, cartGauss a i j k r ^ 2)
        / (∫ r : Fin 3 → ℝ, cartGauss a (i + j + k) 0 0 r ^ 2)
      = oddFact i * oddFact j * oddFact k / oddFact (i + j + k) := by
  have key : ∀ Q D F O : ℝ, Q ≠ 0 → F ≠ 0 → O ≠ 0 → Q * D / F / (Q * O / F) = D / O := by
    intro Q D F O h1 h2 h3
    field_simp
  have h0 : oddFact 0 = 1 := Finset.prod_range_zero _
  rw [cartGauss_norm_sq ha, cartGauss_norm_sq ha]
  simp only [h0, add_zero, mul_one]
  exact key _ _ _ _ (Real.rpow_pos_of_pos (by positivity) _).ne'
    (pow_pos (by positivity) _).ne' (oddFact_pos _).ne'
```

## (i) The f shell

**Task.** Compare the squared norms of the $xxx$, $xxy$ and $xyz$ functions with a common exponent $a>0$.

**Solution.** Here $l=3$ throughout, so only $D$ differs. Its values are $5!!=15$, $3!!\cdot1!!=3$ and $1!!\cdot1!!\cdot1!!=1$, and the ratio is $15:3:1$. Lean states this as two equations relative to $xyz$, and proves them by inserting (e) and evaluating the products.

```lean
/-- In the f shell the squared norms of the `xxx`, `xxy` and `xyz` Gaussians with a common
exponent are in the ratio 15 : 3 : 1. -/
theorem f_shell_norms {a : ℝ} (ha : 0 < a) :
    (∫ r : Fin 3 → ℝ, cartGauss a 3 0 0 r ^ 2)
        = 15 * ∫ r : Fin 3 → ℝ, cartGauss a 1 1 1 r ^ 2 ∧
    (∫ r : Fin 3 → ℝ, cartGauss a 2 1 0 r ^ 2)
        = 3 * ∫ r : Fin 3 → ℝ, cartGauss a 1 1 1 r ^ 2 := by
  simp only [cartGauss_norm_sq ha, oddFact, Finset.prod_range_succ, Finset.prod_range_zero]
  constructor <;> (push_cast; ring)

end

end CartesianGaussianNorm
```

```lean
#print axioms CartesianGaussianNorm.cartGauss_norm_sq
#print axioms CartesianGaussianNorm.normalised
#print axioms CartesianGaussianNorm.shell_ratio
#print axioms CartesianGaussianNorm.f_shell_norms
```

```
'CartesianGaussianNorm.cartGauss_norm_sq' depends on axioms: [propext, Classical.choice, Quot.sound]
'CartesianGaussianNorm.normalised' depends on axioms: [propext, Classical.choice, Quot.sound]
'CartesianGaussianNorm.shell_ratio' depends on axioms: [propext, Classical.choice, Quot.sound]
'CartesianGaussianNorm.f_shell_norms' depends on axioms: [propext, Classical.choice, Quot.sound]
```
